# Identical non-interacting molecules with proportional start vectors span a Krylov space of no higher dimension than one molecule's

## Why doesn't my Lanczos run get longer when I add copies of the molecule?

In a small test, a Lanczos run on several identical, non-interacting molecules stopped at the same step as the run on one of them. I had expected otherwise. If only excitations within each molecule are kept, the linear-response matrix of \(N\) molecules has \(N\) times as many rows, and every eigenvalue occurs \(N\) times as often, so I thought the iteration would have more to find. I also gave the molecules different amplitudes in the start vector, and the step count still didn't change. Is this general, or did I pick a lucky start vector? And does it survive if the molecules are not quite the same?

## The start vector reaches only one weighted copy of the molecular space

It is general. Let \(A\) be any complex square matrix, \(d\) any vector, and \(c\) a nonzero vector of weights, one per molecule. For every \(m\), the \(m\)-step Krylov space of the block-diagonal matrix with \(A\) in each block, started from \((c_1 d,\dots,c_N d)\), has the same dimension as the \(m\)-step Krylov space of \(A\) and \(d\). It does not survive a change of the molecules: two molecules with a single excitation each, at different energies and both with nonzero weight in the start vector, already need a second step.

For linear-response time-dependent density functional theory, this means that adding identical molecules does not enlarge the Krylov space needed for a spectrum, provided that all coupling between the molecules is neglected and their start vectors are proportional. Each step still costs more, because the matrix is larger.

### From one block to the dimension

Let \(i,j\) label the rows and columns of \(A\), which in linear response stand for excitations within one molecule, and let \(a,a'\) label the molecules. The aggregate matrix \(B\) and the map \(C\), which places a weighted copy of a vector \(x\) on every molecule, are

\[
B_{(i,a),(j,a')} = A_{ij}\,\delta_{aa'}, \qquad (Cx)_{(i,a)} = c_a x_i .
\]

The start vector is \(Cd\). Applying \(B\) to a weighted copy gives

\[
(BCx)_{(i,a)} = \sum_{j,a'} A_{ij}\,\delta_{aa'}\,c_{a'} x_j = c_a \sum_j A_{ij}x_j = (CAx)_{(i,a)} ,
\]

so \(BC = CA\). If \(B^kCx = CA^kx\), then

\[
B^{k+1}Cx = B\,(CA^kx) = C\,A^{k+1}x ,
\]

and since the case \(k=0\) is trivial, the relation holds for all \(k\).

Write \(K_m(A,d)\) for the span of the vectors \(A^kd\) with \(k<m\). Because \(C\) is linear,

\[
K_m(B,Cd) = \operatorname{span}\{CA^kd : k<m\} = C\,K_m(A,d).
\]

It remains to see that \(C\) loses nothing. Since \(c\ne 0\), some molecule \(a\) has \(c_a\neq 0\). If \(Cx=Cy\), then \(c_ax_i=c_ay_i\) for every \(i\), hence \(x=y\). An injective linear map preserves dimension, so \(\dim K_m(B,Cd)=\dim K_m(A,d)\).

This also settles your worry about the repeated eigenvalues. Every vector in the aggregate's Krylov space carries the same weights \(c_a\), so the iteration never sees the other combinations of the degenerate excitations.

Injectivity gives the stopping step as well: \(C K_{m+1}(A,d)=C K_m(A,d)\) holds exactly when \(K_{m+1}(A,d)=K_m(A,d)\). The moments \(d^\dagger A^kd\), which are spectral moments of the start vector when \(A\) is Hermitian, carry over up to a constant factor:

\[
(Cd)^\dagger B^k Cd = \sum_{a,i} \overline{c_a d_i}\;c_a (A^kd)_i = \Big(\sum_a |c_a|^2\Big)\, d^\dagger A^k d .
\]

For \(d\neq0\), dividing by the squared norms of the start vectors gives the same normalised moment \(d^\dagger A^kd/d^\dagger d\) for the aggregate and for the molecule.

### Two molecules with two excitations each

Take

\[
A=\begin{pmatrix}2&1\\1&2\end{pmatrix},\qquad d=\begin{pmatrix}1\\0\end{pmatrix},\qquad c=(1,2).
\]

Then \(Ad=(2,1)\) and \(A^2d=(5,4)=4Ad-3d\), so the molecular space stops at dimension 2. Listing the first molecule's entries before the second's, the aggregate vectors are

\[
Cd=(1,0,2,0),\quad BCd=(2,1,4,2),\quad B^2Cd=(5,4,10,8)=4\,BCd-3\,Cd .
\]

They also span only two dimensions, although the full space has four. The first moment is \(1\cdot2+2\cdot4=10\), which is \(|c|^2=5\) times the molecular value 2; after normalisation both are 2.

### One-level molecules, equal and unequal

The smallest molecule has one level, which here means a single excitation, of energy \(\omega\). Then \(A=(\omega)\), and we take \(d=1\). Any number of equal ones gives \(B=\omega\,\mathbb 1\). Every nonzero start vector is then an eigenvector, and one step is enough.

Now take two molecules with energies \(\omega_0\neq\omega_1\) and nonzero weights \(c_0,c_1\). Each alone has a one-dimensional space. Together, with \(D=\operatorname{diag}(\omega_0,\omega_1)\), they reach any target \(x\) in two steps. Set

\[
y=\frac{x_0}{c_0},\qquad z=\frac{x_1}{c_1},\qquad b=\frac{y-z}{\omega_0-\omega_1},
\]

and then

\[
x=(y-b\omega_0)\,c+b\,Dc .
\]

The first component on the right is \((y-b\omega_0+b\omega_0)c_0=yc_0=x_0\). The second is \((y-b(\omega_0-\omega_1))c_1=zc_1=x_1\). Even a small energy difference therefore raises the dimension from one to two.

### What the Lean statements say about the molecules

The following file contains the definitions, the theorems and their proofs.

```lean
import Mathlib

open Matrix

namespace IdenticalMoleculesKrylov

variable {n ι : Type*} [Fintype n] [DecidableEq n] [Fintype ι] [DecidableEq ι]

/-- The `m`-step Krylov space of `A` and `v`: the span of `A ^ k v` for `k < m`. -/
def krylov {n : Type*} [Fintype n] [DecidableEq n]
    (A : Matrix n n ℂ) (v : n → ℂ) (m : ℕ) : Submodule ℂ (n → ℂ) :=
  Submodule.span ℂ ((fun k : ℕ => (A ^ k) *ᵥ v) '' Set.Iio m)

/-- The matrix of noninteracting identical molecules, labelled by `ι`: block-diagonal,
with the same block `A` for each molecule. -/
def aggregate (ι : Type*) [DecidableEq ι] (A : Matrix n n ℂ) :
    Matrix (n × ι) (n × ι) ℂ :=
  blockDiagonal (fun _ : ι => A)

/-- The linear map that places the vector `c a • x` on each molecule `a`. -/
def copies {n ι : Type*} (c : ι → ℂ) : (n → ℂ) →ₗ[ℂ] (n × ι → ℂ) where
  toFun x := fun p => c p.2 * x p.1
  map_add' x y := by
    funext p
    simp only [Pi.add_apply]
    ring
  map_smul' r x := by
    funext p
    simp only [Pi.smul_apply, smul_eq_mul, RingHom.id_apply]
    ring

omit [DecidableEq n] in
/-- The aggregate matrix acts on weighted copies of `x` by acting with `A` on `x`. -/
theorem aggregate_mulVec_copies (A : Matrix n n ℂ) (c : ι → ℂ) (x : n → ℂ) :
    aggregate ι A *ᵥ copies c x = copies c (A *ᵥ x) := by
  funext p
  change ∑ q : n × ι, blockDiagonal (fun _ : ι => A) p q * (c q.2 * x q.1)
    = c p.2 * ∑ j, A p.1 j * x j
  rw [Fintype.sum_prod_type, Finset.mul_sum]
  refine Finset.sum_congr rfl fun j _ => ?_
  -- only the block of the molecule itself contributes
  simp only [blockDiagonal_apply, ite_mul, zero_mul, Finset.sum_ite_eq,
    Finset.mem_univ, if_true]
  ring

/-- Every power of the aggregate matrix acts on weighted copies of `x` by acting with the
same power of `A` on `x`. -/
theorem aggregate_pow_mulVec_copies (A : Matrix n n ℂ) (c : ι → ℂ) (x : n → ℂ) (k : ℕ) :
    (aggregate ι A ^ k) *ᵥ copies c x = copies c ((A ^ k) *ᵥ x) := by
  induction k with
  | zero => simp only [pow_zero, one_mulVec]
  | succ k ih =>
    rw [pow_succ', pow_succ', ← mulVec_mulVec, ih, aggregate_mulVec_copies, mulVec_mulVec]

/-- The Krylov space of the aggregate consists of the weighted copies of the vectors in
the Krylov space of one molecule. -/
theorem krylov_aggregate (A : Matrix n n ℂ) (d : n → ℂ) (c : ι → ℂ) (m : ℕ) :
    krylov (aggregate ι A) (copies c d) m = (krylov A d m).map (copies c) := by
  unfold krylov
  rw [Submodule.map_span, Set.image_image]
  simp only [aggregate_pow_mulVec_copies]

/-- If at least one weight is nonzero, a vector can be recovered from its weighted copies. -/
theorem copies_injective {n ι : Type*} {c : ι → ℂ} (hc : c ≠ 0) :
    Function.Injective (copies c : (n → ℂ) →ₗ[ℂ] (n × ι → ℂ)) := by
  obtain ⟨a, ha⟩ := Function.ne_iff.mp hc
  intro x y hxy
  funext i
  -- read off the component on a molecule with nonzero weight
  have h : c a * x i = c a * y i := congrFun hxy (i, a)
  exact mul_left_cancel₀ ha h

/-- If at least one weight in `c` is nonzero, the `m`-step Krylov space of identical noninteracting
molecules started from the copies `c a • d` has the same dimension as that of one molecule started
from `d`, for every `m`. -/
theorem finrank_krylov_aggregate (A : Matrix n n ℂ) (d : n → ℂ) {c : ι → ℂ} (hc : c ≠ 0)
    (m : ℕ) :
    Module.finrank ℂ (krylov (aggregate ι A) (copies c d) m)
      = Module.finrank ℂ (krylov A d m) := by
  rw [krylov_aggregate]
  exact (Submodule.equivMapOfInjective (copies c) (copies_injective hc)
    (krylov A d m)).finrank_eq.symm

/-- If at least one weight in `c` is nonzero, step `m + 1` adds nothing to the Krylov space of the
aggregate exactly when it adds nothing to the Krylov space of one molecule. -/
theorem krylov_aggregate_stops_iff (A : Matrix n n ℂ) (d : n → ℂ) {c : ι → ℂ} (hc : c ≠ 0)
    (m : ℕ) :
    krylov (aggregate ι A) (copies c d) (m + 1) = krylov (aggregate ι A) (copies c d) m
      ↔ krylov A d (m + 1) = krylov A d m := by
  rw [krylov_aggregate, krylov_aggregate]
  exact (Submodule.map_injective_of_injective (copies_injective hc)).eq_iff

/-- Each spectral moment of the aggregate in its start vector is the moment of one molecule
times the squared norm of the weights. -/
theorem moment_aggregate (A : Matrix n n ℂ) (d : n → ℂ) (c : ι → ℂ) (k : ℕ) :
    star (copies c d) ⬝ᵥ ((aggregate ι A ^ k) *ᵥ copies c d)
      = (star c ⬝ᵥ c) * (star d ⬝ᵥ ((A ^ k) *ᵥ d)) := by
  rw [aggregate_pow_mulVec_copies]
  generalize (A ^ k) *ᵥ d = y
  change ∑ p : n × ι, star (c p.2 * d p.1) * (c p.2 * y p.1)
    = (∑ a, star (c a) * c a) * ∑ i, star (d i) * y i
  -- the double sum over the indices of `d` and the molecules factorises
  rw [Fintype.sum_prod_type, Finset.sum_comm, Finset.sum_mul_sum]
  refine Finset.sum_congr rfl fun a _ => Finset.sum_congr rfl fun i _ => ?_
  rw [star_mul']
  ring

/-- Two one-level molecules with different energies `ω 0` and `ω 1`, both with nonzero weight
in the start vector, have a two-step Krylov space that is the whole two-dimensional space. -/
theorem krylov_different_molecules (ω c : Fin 2 → ℂ) (hω : ω 0 ≠ ω 1)
    (h0 : c 0 ≠ 0) (h1 : c 1 ≠ 0) :
    krylov (diagonal ω) c 2 = ⊤ := by
  rw [eq_top_iff]
  intro x _
  have hc : c ∈ krylov (diagonal ω) c 2 :=
    Submodule.subset_span ⟨0, by simp, by simp⟩
  have hAc : diagonal ω *ᵥ c ∈ krylov (diagonal ω) c 2 :=
    Submodule.subset_span ⟨1, by simp, by simp⟩
  -- interpolate the ratios `x i / c i` by a linear polynomial in the energy
  obtain ⟨y, hy⟩ : ∃ y : ℂ, y * c 0 = x 0 := ⟨x 0 / c 0, div_mul_cancel₀ _ h0⟩
  obtain ⟨z, hz⟩ : ∃ z : ℂ, z * c 1 = x 1 := ⟨x 1 / c 1, div_mul_cancel₀ _ h1⟩
  obtain ⟨b, hb⟩ : ∃ b : ℂ, b * (ω 0 - ω 1) = y - z :=
    ⟨(y - z) / (ω 0 - ω 1), div_mul_cancel₀ _ (sub_ne_zero.mpr hω)⟩
  have hx : x = (y - b * ω 0) • c + b • (diagonal ω *ᵥ c) := by
    funext i
    revert i
    refine Fin.forall_fin_two.2 ⟨?_, ?_⟩
    · simp only [Pi.add_apply, Pi.smul_apply, smul_eq_mul, mulVec_diagonal]
      linear_combination -hy
    · simp only [Pi.add_apply, Pi.smul_apply, smul_eq_mul, mulVec_diagonal]
      linear_combination -hz + c 1 * hb
  rw [hx]
  exact Submodule.add_mem _ (Submodule.smul_mem _ _ hc) (Submodule.smul_mem _ _ hAc)

end IdenticalMoleculesKrylov
```

```lean
#print axioms IdenticalMoleculesKrylov.finrank_krylov_aggregate
-- 'IdenticalMoleculesKrylov.finrank_krylov_aggregate' depends on axioms: [propext, Classical.choice, Quot.sound]
#print axioms IdenticalMoleculesKrylov.krylov_aggregate_stops_iff
-- 'IdenticalMoleculesKrylov.krylov_aggregate_stops_iff' depends on axioms: [propext, Classical.choice, Quot.sound]
#print axioms IdenticalMoleculesKrylov.moment_aggregate
-- 'IdenticalMoleculesKrylov.moment_aggregate' depends on axioms: [propext, Classical.choice, Quot.sound]
#print axioms IdenticalMoleculesKrylov.krylov_different_molecules
-- 'IdenticalMoleculesKrylov.krylov_different_molecules' depends on axioms: [propext, Classical.choice, Quot.sound]
```

The finite type `n` labels the rows and columns of `A`, and the finite type `ι` labels the molecules. An aggregate vector is a function on `n × ι`, with the molecule as the second index, as in \((i,a)\) above. `aggregate ι A` is \(B\), `copies c` is \(C\), and `krylov A v m` is the span of `A ^ k` applied to `v` for `k < m`. Thus `m` counts the vectors, including the start vector, and `m = 0` gives the zero space.

The main theorem, `finrank_krylov_aggregate`, equates the two dimensions, written `Module.finrank ℂ`, for every `A`, `d` and `m`. Neither Hermiticity of `A` nor `d ≠ 0` is assumed. The hypothesis `hc : c ≠ 0` says that at least one molecule has a nonzero weight; others may have weight zero. If all weights vanished, the aggregate's space would be zero, while the molecule's is not once \(d\neq0\) and \(m\geq1\).

`krylov_aggregate_stops_iff` compares the steps at which growth stops, under the same hypothesis. `moment_aggregate` is the moment formula for unnormalised vectors and holds for every `c`. Its `star` supplies the complex conjugation, which the dot product `⬝ᵥ` doesn't include. `krylov_different_molecules` treats the unequal pair, with energies `ω 0` and `ω 1`; there `⊤` denotes the whole two-dimensional space.

The block-diagonal form is an assumption about the physics: no Coulomb or exchange-correlation coupling between molecules, and no charge-transfer excitations from one to another. The scalar weights are a second restriction. They suit molecules with the same orientation in a uniform field, or molecules whose start vectors differ only by a phase. Molecules rotated against each other generally respond to different combinations of their dipole components, and their start vectors need not be proportional.

The theorems concern the spaces and not a particular Lanczos program, so rounding, loss of orthogonality and breakdown of two-sided variants are separate matters.

### How the lemmas carry the derivation

`aggregate_mulVec_copies` is the identity \(BC=CA\). The `change` step writes both sides as sums, and `Fintype.sum_prod_type` splits the sum over pairs into sums over \(j\) and \(a'\). `Finset.sum_ite_eq` then uses the Kronecker delta to keep only the molecule's own block. `aggregate_pow_mulVec_copies` extends this to all powers by the induction above, with `pow_succ'` splitting off one factor of the matrix.

`krylov_aggregate` is the equation \(K_m(B,Cd)=C\,K_m(A,d)\). Here `Submodule.map_span` says that a linear map sends the span of a set to the span of its image, and the lemma on powers identifies the generators.

`copies_injective` picks a molecule with nonzero weight through `Function.ne_iff`, reads off the components there and cancels the weight. `finrank_krylov_aggregate` combines the last two results: `Submodule.equivMapOfInjective` turns the injective map into a linear equivalence between the molecular space and its image, and equivalent spaces have equal dimension. For the stopping step, `Submodule.map_injective_of_injective` says that an injective map also sends different subspaces to different subspaces.

In `moment_aggregate`, the power is first moved onto the molecular vector, and \(A^kd\) is then replaced by a general vector `y`, since only the factorisation of the double sum remains. `Finset.sum_mul_sum` expands the product of the two single sums, and the terms are compared one by one.

The proof of `krylov_different_molecules` first places \(c\) and \(Dc\) in the Krylov space, as the vectors with \(k=0\) and \(k=1\). It then obtains `y`, `z` and `b` with the values given above. The two `linear_combination` calls check the two components of \(x\), and closure of the subspace under addition and scalar multiplication finishes the argument.
